# Gradients at fixed particle number are fixed up to a constant, and a kink of the functional in the particle number makes that constant jump

## Functionals defined off the hyperplane

A density functional on \(M\) sites is taken here to be a function on all of \(\mathbb R^M\), including vectors \(n=(n_1,\dots,n_M)\) whose particle number \(\sum_i n_i\) differs from the number \(N\) of interest. The derivative \(\partial F/\partial n_i\) needs this, because raising a single occupation changes the particle number. A functional known only on the hyperplane \(\sum_i n_i=N\) has to be extended before its gradient \(\nabla F=(\partial F/\partial n_1,\dots,\partial F/\partial n_M)\) exists, and the gradient depends on the extension.

Write \(\mathbf 1=(1,\dots,1)\) and let \(s(n)=\sum_i n_i-N\) be the excess particle number. There are two questions: how much of the gradient depends on the extension, and what happens when the extension has a kink at \(s=0\).

## What the extension can change

**Claim.** If \(F\) and \(G\) agree on the hyperplane and are differentiable at a point \(n\) of it, then \(\nabla G(n)=\nabla F(n)+c\,\mathbf 1\) for some number \(c\). For a differentiable \(F\), every \(c\) occurs.

Take a variation \(d\) with \(\sum_i d_i=0\). The line \(n+td\) stays in the hyperplane, so \(F(n+td)=G(n+td)\) for all real \(t\). Differentiating at \(t=0\) gives

\[
\sum_k \frac{\partial F}{\partial n_k}(n)\,d_k=\sum_k \frac{\partial G}{\partial n_k}(n)\,d_k .
\]

Now move one particle from site \(j\) to site \(i\), that is, take \(d=e_i-e_j\) with \(e_i\) the unit vector of site \(i\). Rearranged, the equation reads

\[
\frac{\partial G}{\partial n_i}(n)-\frac{\partial F}{\partial n_i}(n)=\frac{\partial G}{\partial n_j}(n)-\frac{\partial F}{\partial n_j}(n).
\]

The difference is the same on every site; call it \(c\).

Conversely, given \(F\) and \(c\), put \(G=F+c\,s\). On the hyperplane \(s=0\), so \(G=F\) there. Since \(\partial s/\partial n_i=1\), the gradient is \(\nabla G=\nabla F+c\,\mathbf 1\) at every density.

In a minimisation at fixed \(N\) the constant is harmless: the stationarity condition \(\partial F/\partial n_i+v_i=\mu\), with site potential \(v_i\) and Lagrange multiplier \(\mu\), absorbs it into \(\mu\).

## The jump across \(s=0\)

Now let the extension have different slopes on the two sides:

\[
E=F+\max(a\,s,\;b\,s),\qquad a\le b .
\]

The numbers \(a\) and \(b\) are postulated. They stand for the contributions to the chemical potential when particles are removed from or added to the \(N\)-particle system, and \(a<b\) says that, to first order, adding a small amount on a site costs more than removing the same amount from that site gives back.

**Claim.** Let \(F\) be differentiable everywhere, with \(\nabla F\) continuous at a density \(n\) with \(s(n)=0\). Then \(\nabla E\) has limits at \(n\) from \(s>0\) and from \(s<0\), and they differ by \((b-a)\mathbf 1\). If \(a<b\), then \(E\) is not differentiable at \(n\).

Where \(s>0\) we have \(a s\le b s\), so \(E=F+b\,s\). By continuity of \(s\) this holds in a whole neighbourhood of the point, so \(\nabla E=\nabla F+b\,\mathbf 1\) there. Where \(s<0\) the order is reversed, and \(\nabla E=\nabla F+a\,\mathbf 1\). Letting the density tend to \(n\) and using the continuity of \(\nabla F\),

\[
\nabla E\to\nabla F(n)+b\,\mathbf 1\quad(s>0),\qquad
\nabla E\to\nabla F(n)+a\,\mathbf 1\quad(s<0).
\]

Both sides do reach \(n\): the density \(n+t\mathbf 1\) has excess \(Mt\), which takes either sign for arbitrarily small \(t\). The limits are therefore unique, and subtracting them gives \((b-a)\mathbf 1\).

Along the same line, with \(\max(x,y)=\tfrac12(x+y+|x-y|)\),

\[
E(n+t\mathbf 1)-F(n+t\mathbf 1)=\tfrac{M}{2}\bigl[(a+b)\,t+(b-a)\,|t|\bigr].
\]

For \(a<b\) this can be solved for \(|t|\). If \(E\) were differentiable at \(n\), then \(|t|\) would be differentiable at \(t=0\), which it is not.

In Kohn–Sham theory with the exact functional, extended to fractional electron numbers by zero-temperature ensembles, the same pattern can appear as a constant jump of the exchange–correlation potential when the electron number crosses an integer, a jump that enters the fundamental gap; in the present finite-site model the kink is put in by hand, not derived from interacting electrons, and \(N\) may be any real number.

## The Lean file

```lean
import Mathlib

open Filter Topology

namespace DerivativeDiscontinuity

noncomputable section

variable {ι : Type*} [Fintype ι] [DecidableEq ι]

/-- The excess particle number `s = ∑ n_i - N` of a site density `n`. -/
def excess (N : ℝ) (n : ι → ℝ) : ℝ := ∑ i, n i - N

/-- The gradient of a density functional: its partial derivatives with respect to the
site occupations. -/
def grad (F : (ι → ℝ) → ℝ) (n : ι → ℝ) : ι → ℝ :=
  fun i => fderiv ℝ F n (Pi.single i 1)

/-- The extension `F + max (a s, b s)` of a functional away from particle number `N`. -/
def kinked (F : (ι → ℝ) → ℝ) (N a b : ℝ) (n : ι → ℝ) : ℝ :=
  F n + max (a * excess N n) (b * excess N n)

/-- The total particle number as a continuous linear functional of the density. -/
def total : (ι → ℝ) →L[ℝ] ℝ := ∑ i, ContinuousLinearMap.proj i

/-- The density obtained from `n` by adding the amount `t` on every site. -/
def addUniform (n : ι → ℝ) (t : ℝ) : ι → ℝ := fun i => n i + t

omit [DecidableEq ι] in
/-- The derivative of the excess particle number is the total particle number. -/
lemma hasFDerivAt_excess (N : ℝ) (n : ι → ℝ) :
    HasFDerivAt (excess N) (total : (ι → ℝ) →L[ℝ] ℝ) n := by
  have h := (total : (ι → ℝ) →L[ℝ] ℝ).hasFDerivAt (x := n) |>.sub_const N
  have he : (excess N : (ι → ℝ) → ℝ) = fun m => total m - N := by
    funext m
    simp [excess, total, sum_apply]
  rw [he]
  exact h

omit [DecidableEq ι] in
/-- If two functionals agree at particle number `N`, their derivatives at a density with that
particle number, if both are differentiable there, agree along every density variation that
conserves the particle number. -/
theorem fderiv_eq_of_conserving {F G : (ι → ℝ) → ℝ} {N : ℝ} {n d : ι → ℝ}
    (hF : DifferentiableAt ℝ F n) (hG : DifferentiableAt ℝ G n)
    (hFG : ∀ m : ι → ℝ, ∑ i, m i = N → F m = G m)
    (hn : ∑ i, n i = N) (hd : ∑ i, d i = 0) :
    fderiv ℝ F n d = fderiv ℝ G n d := by
  have h1 : HasDerivAt (fun t : ℝ => F (n + t • d)) (fderiv ℝ F n d) 0 :=
    hF.hasFDerivAt.hasLineDerivAt d
  have h2 : HasDerivAt (fun t : ℝ => G (n + t • d)) (fderiv ℝ G n d) 0 :=
    hG.hasFDerivAt.hasLineDerivAt d
  -- the whole line n + t d stays in the hyperplane
  have he : (fun t : ℝ => F (n + t • d)) = fun t : ℝ => G (n + t • d) := by
    funext t
    apply hFG
    simp only [Pi.add_apply, Pi.smul_apply, smul_eq_mul, Finset.sum_add_distrib,
      ← Finset.mul_sum, hn, hd, mul_zero, add_zero]
  rw [he] at h1
  exact h1.unique h2

/-- Two functionals that agree at particle number `N` have, at each density with that particle
number where both are differentiable, gradients that differ by the same constant on every site. -/
theorem grad_differ_by_constant {F G : (ι → ℝ) → ℝ} {N : ℝ} {n : ι → ℝ}
    (hF : DifferentiableAt ℝ F n) (hG : DifferentiableAt ℝ G n)
    (hFG : ∀ m : ι → ℝ, ∑ i, m i = N → F m = G m) (hn : ∑ i, n i = N) :
    ∃ c : ℝ, ∀ i, grad G n i = grad F n i + c := by
  obtain hι | ⟨⟨j⟩⟩ := isEmpty_or_nonempty ι
  · exact ⟨0, fun i => (hι.false i).elim⟩
  · refine ⟨grad G n j - grad F n j, fun i => ?_⟩
    -- move one particle from site j to site i
    have h := fderiv_eq_of_conserving (d := Pi.single i 1 - Pi.single j 1) hF hG hFG hn
      (by simp [Finset.sum_sub_distrib, Pi.single_apply])
    rw [map_sub, map_sub] at h
    simp only [grad]
    linarith

/-- Adding `c` times the excess particle number keeps a functional differentiable and
shifts its gradient by `c` on every site. -/
theorem grad_shift {F : (ι → ℝ) → ℝ} {n : ι → ℝ} (hF : DifferentiableAt ℝ F n) (N c : ℝ) :
    DifferentiableAt ℝ (fun m => F m + c * excess N m) n ∧
      grad (fun m => F m + c * excess N m) n = fun i => grad F n i + c := by
  have h : HasFDerivAt (fun m => F m + c * excess N m) (fderiv ℝ F n + c • total) n :=
    hF.hasFDerivAt.add ((hasFDerivAt_excess N n).const_mul c)
  refine ⟨h.differentiableAt, ?_⟩
  funext i
  simp only [grad]
  rw [h.fderiv]
  simp [total, sum_apply, Pi.single_apply]

/-- Every constant `c` occurs as the gradient difference between a differentiable `F` and some
differentiable functional that agrees with `F` at particle number `N`. -/
theorem every_constant_occurs {F : (ι → ℝ) → ℝ} (hF : Differentiable ℝ F) (N c : ℝ) :
    ∃ G : (ι → ℝ) → ℝ, Differentiable ℝ G ∧ (∀ m : ι → ℝ, ∑ i, m i = N → F m = G m) ∧
      ∀ n i, grad G n i = grad F n i + c :=
  ⟨fun m => F m + c * excess N m, fun n => (grad_shift (hF n) N c).1,
    fun m hm => by simp [excess, hm], fun n i => congrFun (grad_shift (hF n) N c).2 i⟩

/-- Let `a ≤ b`. Away from particle number `N` the extended functional is differentiable wherever
`F` is; its gradient there is that of `F` shifted by `b` on the electron-rich side and by `a` on the
electron-poor side. -/
theorem grad_kinked {F : (ι → ℝ) → ℝ} {m : ι → ℝ} (hF : DifferentiableAt ℝ F m)
    {N a b : ℝ} (hab : a ≤ b) :
    (0 < excess N m → DifferentiableAt ℝ (kinked F N a b) m ∧
      grad (kinked F N a b) m = fun i => grad F m i + b) ∧
    (excess N m < 0 → DifferentiableAt ℝ (kinked F N a b) m ∧
      grad (kinked F N a b) m = fun i => grad F m i + a) := by
  have hcont := (hasFDerivAt_excess N m).continuousAt
  -- a functional that coincides with F + c s near m has the shifted gradient
  have key : ∀ c : ℝ, kinked F N a b =ᶠ[𝓝 m] (fun x => F x + c * excess N x) →
      DifferentiableAt ℝ (kinked F N a b) m ∧
        grad (kinked F N a b) m = fun i => grad F m i + c := by
    intro c he
    refine ⟨he.differentiableAt_iff.mpr (grad_shift hF N c).1, ?_⟩
    rw [← (grad_shift hF N c).2]
    funext i
    simp only [grad]
    rw [he.fderiv_eq]
  constructor
  · intro hm
    apply key
    filter_upwards [hcont.eventually (lt_mem_nhds hm)] with x hx
    simp only [kinked]
    rw [max_eq_right (by nlinarith)]
  · intro hm
    apply key
    filter_upwards [hcont.eventually (gt_mem_nhds hm)] with x hx
    simp only [kinked]
    rw [max_eq_left (by nlinarith)]

/-- Let `a ≤ b`, and let `F` be differentiable with a gradient continuous at the density `n`. At
particle number `N` the gradient of the extended functional tends to that of `F` shifted by `b` from
the electron-rich side and by `a` from the electron-poor side. -/
theorem tendsto_grad_kinked {F : (ι → ℝ) → ℝ} (hF : Differentiable ℝ F) {n : ι → ℝ}
    (hc : ContinuousAt (grad F) n) (N : ℝ) {a b : ℝ} (hab : a ≤ b) :
    Tendsto (grad (kinked F N a b)) (𝓝[{m | 0 < excess N m}] n)
      (𝓝 (fun i => grad F n i + b)) ∧
    Tendsto (grad (kinked F N a b)) (𝓝[{m | excess N m < 0}] n)
      (𝓝 (fun i => grad F n i + a)) := by
  have h : ∀ (c : ℝ) (S : Set (ι → ℝ)),
      Tendsto (fun m i => grad F m i + c) (𝓝[S] n) (𝓝 (fun i => grad F n i + c)) :=
    fun c S => tendsto_pi_nhds.2 fun i =>
      (tendsto_pi_nhds.1 (hc.tendsto.mono_left nhdsWithin_le_nhds) i).add_const c
  constructor
  · refine (h b _).congr' ?_
    filter_upwards [self_mem_nhdsWithin] with m hm
    exact ((grad_kinked (hF m) hab).1 hm).2.symm
  · refine (h a _).congr' ?_
    filter_upwards [self_mem_nhdsWithin] with m hm
    exact ((grad_kinked (hF m) hab).2 hm).2.symm

omit [DecidableEq ι] in
/-- Adding `t` on every site of an `N`-particle density gives an excess of `t` times the
number of sites. -/
lemma excess_addUniform {N : ℝ} {n : ι → ℝ} (hn : ∑ i, n i = N) (t : ℝ) :
    excess N (addUniform n t) = (Fintype.card ι : ℝ) * t := by
  simp only [excess, addUniform, Finset.sum_add_distrib, Finset.sum_const,
    Finset.card_univ, nsmul_eq_mul]
  linarith

/-- The derivative discontinuity: let `a ≤ b`, and let `F` be differentiable with a gradient
continuous at a density `n` with particle number `N`. Then the limiting gradients at `n` of the
extended functional from the two sides differ by `b - a` on every site. -/
theorem derivative_discontinuity [Nonempty ι] {F : (ι → ℝ) → ℝ} (hF : Differentiable ℝ F)
    {N a b : ℝ} (hab : a ≤ b) {n : ι → ℝ} (hn : ∑ i, n i = N)
    (hc : ContinuousAt (grad F) n) {gPlus gMinus : ι → ℝ}
    (hp : Tendsto (grad (kinked F N a b)) (𝓝[{m | 0 < excess N m}] n) (𝓝 gPlus))
    (hm : Tendsto (grad (kinked F N a b)) (𝓝[{m | excess N m < 0}] n) (𝓝 gMinus)) :
    ∀ i, gPlus i - gMinus i = b - a := by
  have hk : (0 : ℝ) < Fintype.card ι := by exact_mod_cast Fintype.card_pos
  have hcont : Continuous (addUniform n) :=
    continuous_pi fun i => continuous_const.add continuous_id
  have h0 : Tendsto (addUniform n) (𝓝 0) (𝓝 n) := by
    have h := hcont.tendsto 0
    have hz : addUniform n 0 = n := by funext i; simp [addUniform]
    rwa [hz] at h
  -- n is approached from both sides, so the one-sided limits are unique
  have : (𝓝[{m | 0 < excess N m}] n).NeBot := by
    refine Tendsto.neBot (f := addUniform n) (x := 𝓝[>] (0 : ℝ))
      (tendsto_nhdsWithin_iff.2 ⟨h0.mono_left nhdsWithin_le_nhds, ?_⟩)
    filter_upwards [self_mem_nhdsWithin] with t ht
    show 0 < excess N (addUniform n t)
    rw [excess_addUniform hn]
    exact mul_pos hk ht
  have : (𝓝[{m | excess N m < 0}] n).NeBot := by
    refine Tendsto.neBot (f := addUniform n) (x := 𝓝[<] (0 : ℝ))
      (tendsto_nhdsWithin_iff.2 ⟨h0.mono_left nhdsWithin_le_nhds, ?_⟩)
    filter_upwards [self_mem_nhdsWithin] with t ht
    show excess N (addUniform n t) < 0
    rw [excess_addUniform hn]
    exact mul_neg_of_pos_of_neg hk ht
  obtain ⟨h1, h2⟩ := tendsto_grad_kinked hF hc N hab
  intro i
  rw [tendsto_nhds_unique hp h1, tendsto_nhds_unique hm h2]
  ring

omit [DecidableEq ι] in
/-- For `a < b` and at least one site, the extended functional is not differentiable at any density
at which `F` is differentiable and which has particle number `N`. -/
theorem kinked_not_differentiableAt [Nonempty ι] {F : (ι → ℝ) → ℝ} {N a b : ℝ}
    (hab : a < b) {n : ι → ℝ} (hF : DifferentiableAt ℝ F n) (hn : ∑ i, n i = N) :
    ¬ DifferentiableAt ℝ (kinked F N a b) n := by
  intro hK
  have hk : (0 : ℝ) < Fintype.card ι := by exact_mod_cast Fintype.card_pos
  have hz : addUniform n 0 = n := by funext i; simp [addUniform]
  have hL : DifferentiableAt ℝ (addUniform n) 0 :=
    differentiableAt_pi.2 fun i => differentiableAt_id.const_add (n i)
  rw [← hz] at hK hF
  have hK' : DifferentiableAt ℝ (fun t => kinked F N a b (addUniform n t)) 0 :=
    DifferentiableAt.comp (0 : ℝ) hK hL
  have hF' : DifferentiableAt ℝ (fun t => F (addUniform n t)) 0 :=
    DifferentiableAt.comp (0 : ℝ) hF hL
  have hlin : DifferentiableAt ℝ (fun t : ℝ => (a + b) * ((Fintype.card ι : ℝ) * t)) 0 := by
    fun_prop
  -- along the uniform line the kink is that of |t|
  have he : (abs : ℝ → ℝ) = fun t =>
      (2 * (kinked F N a b (addUniform n t) - F (addUniform n t))
        - (a + b) * ((Fintype.card ι : ℝ) * t)) / ((b - a) * (Fintype.card ι : ℝ)) := by
    funext t
    rw [eq_div_iff (mul_pos (sub_pos.2 hab) hk).ne']
    simp only [kinked, excess_addUniform hn]
    rcases le_total 0 t with ht | ht
    · have hs := mul_nonneg hk.le ht
      rw [abs_of_nonneg ht, max_eq_right (mul_le_mul_of_nonneg_right hab.le hs)]
      ring
    · have hs := mul_nonpos_of_nonneg_of_nonpos hk.le ht
      rw [abs_of_nonpos ht, max_eq_left (mul_le_mul_of_nonpos_right hab.le hs)]
      ring
  apply not_differentiableAt_abs_zero
  rw [he]
  exact (((hK'.sub hF').const_mul 2).sub hlin).div_const _

end

end DerivativeDiscontinuity
```

```lean
#print axioms DerivativeDiscontinuity.grad_differ_by_constant
#print axioms DerivativeDiscontinuity.every_constant_occurs
#print axioms DerivativeDiscontinuity.derivative_discontinuity
#print axioms DerivativeDiscontinuity.kinked_not_differentiableAt
```

```
'DerivativeDiscontinuity.grad_differ_by_constant' depends on axioms: [propext, Classical.choice, Quot.sound]
'DerivativeDiscontinuity.every_constant_occurs' depends on axioms: [propext, Classical.choice, Quot.sound]
'DerivativeDiscontinuity.derivative_discontinuity' depends on axioms: [propext, Classical.choice, Quot.sound]
'DerivativeDiscontinuity.kinked_not_differentiableAt' depends on axioms: [propext, Classical.choice, Quot.sound]
```

## Reading the statements

The sites form a finite type `ι`, and a density is a function `n : ι → ℝ`. Nothing restricts the occupations to be non-negative or bounded, and continuous densities are not covered. `excess N n` is \(s(n)\), `kinked F N a b` is \(E\), and `grad F n i` is the Fréchet derivative of \(F\) at \(n\) applied to the unit vector `Pi.single i 1`.

The first claim is split between `grad_differ_by_constant` and `every_constant_occurs`. In the former, \(c\) may depend on the point \(n\); in the latter, one \(G\) has the same shift \(c\) at all densities.

The limits are taken along filters such as `𝓝[{m | 0 < excess N m}] n`: the density approaches \(n\) in any manner that keeps \(s>0\). `tendsto_grad_kinked` gives the two limits, and `derivative_discontinuity` says that any limits `gPlus` and `gMinus` differ by \(b-a\) on every site. Lean assigns `fderiv` the value zero where a function is not differentiable, but these filters leave out the hyperplane, so that value never enters.

`kinked_not_differentiableAt` assumes \(a<b\) (by the symmetry of the maximum, \(a\ne b\) would be enough), and asks for differentiability of \(F\) only at \(n\). Both it and `derivative_discontinuity` assume at least one site, since without sites \(s\) cannot vary.

## How the proof follows the derivation

**Conserving variations.** `fderiv_eq_of_conserving` writes the derivatives of \(F\) and \(G\) along \(n+td\) as ordinary derivatives in \(t\), shows that the two functions of \(t\) are equal, and concludes by uniqueness of the derivative. `grad_differ_by_constant` applies it to `Pi.single i 1 - Pi.single j 1`, splits the derivative by linearity with `map_sub`, and lets `linarith` rearrange. The constant is the gradient difference at a chosen site `j`.

**The linear shift.** `hasFDerivAt_excess` states that the derivative of \(s\) is the linear map `total`, which sums the components. `grad_shift` adds \(c\) times this map to the derivative of \(F\), and `every_constant_occurs` uses the resulting functional as its witness.

**Each side of the kink.** In `grad_kinked`, the auxiliary statement `key` says that if \(E\) coincides with \(F+c\,s\) near a point, it has the gradient of \(F+c\,s\) there. The neighbourhood comes from the continuity of \(s\), and `max_eq_right` or `max_eq_left` selects the active branch. `tendsto_grad_kinked` then replaces \(\nabla E\) by the shifted \(\nabla F\) on each side and takes the limit component by component.

**Uniqueness of the limits.** `addUniform n t` is \(n+t\mathbf 1\), and `excess_addUniform` computes its excess \(Mt\). `derivative_discontinuity` uses this line to prove the two `NeBot` statements, which say that \(n\) can be approached from each side. `tendsto_nhds_unique` then identifies `gPlus` and `gMinus` with the limits already found.

**The kink itself.** `kinked_not_differentiableAt` assumes that \(E\) is differentiable at \(n\) and composes it with the uniform line. The equation `he` is the formula above solved for \(|t|\), checked separately for \(t\ge0\) and \(t\le0\). Its right-hand side would be differentiable at zero, contradicting `not_differentiableAt_abs_zero`.
